# Counting inert pairs lowers the averaged coupled-pair energy of one correlated pair

Take one electron pair with a single doubly excited configuration, at energy 2D above the reference and coupled to it by K. With D = K = 1 in some energy unit, the averaged coupled-pair functional (ACPF) gives 1 − √2 ≈ −0.414, the exact lowest eigenvalue of the 2×2 problem. Now I add a second pair that couples to nothing. The exact energy stays where it was, but ACPF gives 2 − √6 ≈ −0.449. The new pair has zero amplitude, so how can it change the energy? And does the drift stop if I keep adding such pairs?

## The count enters through the norm

The extra pair acts only through the number n of pairs in the denominator. The energy keeps falling as n grows, but it converges to −K²/(2D), here −0.5.

For amplitude c, and energies measured from the reference, the functional is

(2Kc + 2Dc²) / (1 + c²/n).

The factor 1/n is chosen for n identical, non-interacting pairs: with amplitude c on each, the denominator becomes 1 + c², and the energy is n times that of one pair. If only one of n ≥ 2 pairs correlates, the same factor underweights its norm.

Let D > 0, n ≥ 1, s = √(D² + K²/n) and F_n = n(D − s). Subtract F_n times the denominator from the numerator:

2Kc + 2Dc² − n(D − s)(1 + c²/n) = (D + s)c² + 2Kc + n(s − D).

Since n(s − D)(s + D) = K², the last term is K²/(D + s), and the right side becomes

(D + s)(c + K/(D + s))² ≥ 0.

The denominator is positive, so F_n is the minimum, reached at c = −K/(D + s). The same identity n(s − D) = K²/(D + s) gives

F_n = −K²/(D + s).

For K ≠ 0, raising n lowers s, which makes F_n strictly more negative. As n → ∞, s → D and F_n → −K²/(2D). This is also the minimum of the functional without a denominator, because

2Kc + 2Dc² = 2D(c + K/(2D))² − K²/(2D).

Now give m inert pairs their own amplitudes bᵢ and excitation energies 2Δᵢ ≥ 0, so that n = m + 1. They add Σ 2Δᵢbᵢ² ≥ 0 to the numerator and Σ bᵢ²/n to the denominator. Because F_n ≤ 0,

2Kc + 2Dc² + Σ 2Δᵢbᵢ² ≥ F_n(1 + c²/n) + F_n Σ bᵢ²/n.

So no choice of bᵢ goes below F_n, and bᵢ = 0 reaches it.

## What the Lean statements say

`acpf K D n c` is the functional, and `acpfEnergy K D n` is its infimum over real c, so the closed form is a theorem and not a definition. `IsLeast` says that a value is attained and is a lower bound. In `acpfWithInert`, `Fin m` labels the inert pairs; m = 0 is allowed.

The final theorem, `energy_depends_on_count`, assumes D > 0 and K ≠ 0. It states strict decrease on `Set.Ici 1`, the counts n ≥ 1, together with the limit.

That restriction matters. Lean sets c²/0 to 0, so n = 0 gives the functional without a denominator, whose energy already equals the limit. Claiming strict decrease on all natural numbers would therefore be false.

The model has real amplitudes, one double excitation per pair and no coupling between excited configurations. Within it, for K ≠ 0, the ACPF energy of the correlated pair depends on how many inert pairs are included in n, which matters when energies obtained with different n are compared.

```lean
import Mathlib

open Filter Topology

namespace AveragedCoupledPairInert

noncomputable section

/-- The averaged coupled-pair functional of one correlated pair with amplitude `c`, coupling `K`
and excitation energy `2 * D`, when `n ≥ 1` pairs are counted in the normalisation. -/
def acpf (K D : ℝ) (n : ℕ) (c : ℝ) : ℝ :=
  (2 * K * c + 2 * D * c ^ 2) / (1 + c ^ 2 / (n : ℝ))

/-- The averaged coupled-pair energy for `n ≥ 1` counted pairs: the infimum of the functional
over all real amplitudes. -/
def acpfEnergy (K D : ℝ) (n : ℕ) : ℝ := sInf (Set.range (acpf K D n))

/-- The functional with `m` further pairs written out: pair `i` has amplitude `b i` and
excitation energy `2 * Δ i`, but no coupling to the reference. -/
def acpfWithInert (K D : ℝ) {m : ℕ} (Δ : Fin m → ℝ) (c : ℝ) (b : Fin m → ℝ) : ℝ :=
  (2 * K * c + 2 * D * c ^ 2 + ∑ i, 2 * Δ i * b i ^ 2) /
    (1 + (c ^ 2 + ∑ i, b i ^ 2) / ((m + 1 : ℕ) : ℝ))

/-- For `D > 0` and `n ≥ 1`, the numerator of the functional minus `n (D - √(D² + K²/n))` times
its denominator is a positive multiple of a perfect square in the amplitude. -/
theorem complete_square {K D : ℝ} (hD : 0 < D) {n : ℕ} (hn : 1 ≤ n) (c : ℝ) :
    2 * K * c + 2 * D * c ^ 2
        - n * (D - √(D ^ 2 + K ^ 2 / n)) * (1 + c ^ 2 / (n : ℝ))
      = (D + √(D ^ 2 + K ^ 2 / n)) * (c + K / (D + √(D ^ 2 + K ^ 2 / n))) ^ 2 := by
  have hn0 : (n : ℝ) ≠ 0 := by
    have : n ≠ 0 := by omega
    exact_mod_cast this
  have hs : √(D ^ 2 + K ^ 2 / n) ^ 2 = D ^ 2 + K ^ 2 / n := Real.sq_sqrt (by positivity)
  have hp : 0 < D + √(D ^ 2 + K ^ 2 / n) := by positivity
  have hk : (n : ℝ) * (K ^ 2 / n) = K ^ 2 := mul_div_cancel₀ _ hn0
  generalize √(D ^ 2 + K ^ 2 / n) = s at hs hp ⊢
  have hc : (n : ℝ) * (c ^ 2 / n) = c ^ 2 := mul_div_cancel₀ _ hn0
  have hq : (D + s) * (K / (D + s)) = K := mul_div_cancel₀ _ hp.ne'
  -- the two expressions for minus the energy agree
  have hKq : K * (K / (D + s)) = n * (s - D) := by
    rw [← mul_div_assoc, div_eq_iff hp.ne']
    linear_combination -(n : ℝ) * hs - hk
  linear_combination -(D - s) * hc - (2 * c + K / (D + s)) * hq - hKq

/-- For `D > 0` and `n ≥ 1` the functional attains its minimum over real amplitudes, and the
minimum is `n (D - √(D² + K²/n))`. -/
theorem acpf_isLeast {K D : ℝ} (hD : 0 < D) {n : ℕ} (hn : 1 ≤ n) :
    IsLeast (Set.range (acpf K D n)) (n * (D - √(D ^ 2 + K ^ 2 / n))) := by
  constructor
  · -- the optimal amplitude makes the square vanish
    refine ⟨-K / (D + √(D ^ 2 + K ^ 2 / n)), ?_⟩
    have h := complete_square (K := K) hD hn (-K / (D + √(D ^ 2 + K ^ 2 / n)))
    rw [neg_div, neg_add_cancel] at h
    rw [acpf, neg_div, div_eq_iff (by positivity)]
    linear_combination h
  · rintro _ ⟨c, rfl⟩
    have h := complete_square (K := K) hD hn c
    have h0 : 0 ≤ (D + √(D ^ 2 + K ^ 2 / n)) *
        (c + K / (D + √(D ^ 2 + K ^ 2 / n))) ^ 2 := by positivity
    rw [acpf, le_div_iff₀ (by positivity)]
    linarith

/-- For `D > 0` and `n ≥ 1` the averaged coupled-pair energy is `-K² / (D + √(D² + K²/n))`. -/
theorem acpfEnergy_eq {K D : ℝ} (hD : 0 < D) {n : ℕ} (hn : 1 ≤ n) :
    acpfEnergy K D n = -(K ^ 2 / (D + √(D ^ 2 + K ^ 2 / n))) := by
  have hp : 0 < D + √(D ^ 2 + K ^ 2 / n) := by positivity
  -- compare the completed square at zero amplitude
  have h := complete_square (K := K) hD hn 0
  have hq : (D + √(D ^ 2 + K ^ 2 / n)) * (0 + K / (D + √(D ^ 2 + K ^ 2 / n))) ^ 2
      = K ^ 2 / (D + √(D ^ 2 + K ^ 2 / n)) := by
    rw [zero_add, div_pow, eq_div_iff hp.ne']
    field_simp
  rw [hq] at h
  rw [acpfEnergy, (acpf_isLeast hD hn).csInf_eq]
  linear_combination -h

/-- Let `D > 0` and let `m` uncoupled pairs have nonnegative excitation energies. Minimising over
the amplitudes of all `m + 1` pairs gives the energy of the one correlated pair with `m + 1`
pairs counted. -/
theorem inert_pairs_only_count {K D : ℝ} (hD : 0 < D) {m : ℕ} (Δ : Fin m → ℝ)
    (hΔ : ∀ i, 0 ≤ Δ i) :
    IsLeast (Set.range fun p : ℝ × (Fin m → ℝ) => acpfWithInert K D Δ p.1 p.2)
      (acpfEnergy K D (m + 1)) := by
  have hm : 1 ≤ m + 1 := by omega
  have hleast : IsLeast (Set.range (acpf K D (m + 1))) (acpfEnergy K D (m + 1)) := by
    rw [acpfEnergy, (acpf_isLeast hD hm).csInf_eq]
    exact acpf_isLeast hD hm
  constructor
  · obtain ⟨c, hc⟩ := hleast.1
    refine ⟨(c, 0), ?_⟩
    rw [← hc]
    simp [acpfWithInert, acpf]
  · rintro _ ⟨⟨c, b⟩, rfl⟩
    have hE : acpfEnergy K D (m + 1) ≤ 0 := by
      have h := hleast.2 ⟨0, rfl⟩
      simpa [acpf] using h
    have h := hleast.2 ⟨c, rfl⟩
    rw [acpf, le_div_iff₀ (by positivity)] at h
    have hB : 0 ≤ (∑ i, b i ^ 2) / ((m + 1 : ℕ) : ℝ) := by positivity
    have hN : 0 ≤ ∑ i, 2 * Δ i * b i ^ 2 :=
      Finset.sum_nonneg fun i _ => mul_nonneg (mul_nonneg zero_le_two (hΔ i)) (sq_nonneg _)
    -- inert amplitudes raise the numerator and dilute a nonpositive energy
    have hEB := mul_nonpos_of_nonpos_of_nonneg hE hB
    change _ ≤ acpfWithInert K D Δ c b
    rw [acpfWithInert, le_div_iff₀ (by positivity), add_div, ← add_assoc, mul_add]
    linarith

/-- For `D > 0` the linearised functional `2Kc + 2Dc²`, which has no normalisation denominator,
has minimum `-K² / (2D)`. -/
theorem linearised_isLeast (K : ℝ) {D : ℝ} (hD : 0 < D) :
    IsLeast (Set.range fun c : ℝ => 2 * K * c + 2 * D * c ^ 2) (-(K ^ 2 / (2 * D))) := by
  have key : ∀ c : ℝ, 2 * K * c + 2 * D * c ^ 2
      = 2 * D * (c + K / (2 * D)) ^ 2 - K ^ 2 / (2 * D) := by
    intro c
    field_simp
    ring
  constructor
  · refine ⟨-(K / (2 * D)), ?_⟩
    change 2 * K * _ + 2 * D * _ ^ 2 = _
    rw [key]
    ring
  · rintro _ ⟨c, rfl⟩
    change _ ≤ 2 * K * c + 2 * D * c ^ 2
    rw [key]
    have : 0 ≤ 2 * D * (c + K / (2 * D)) ^ 2 := by positivity
    linarith

/-- For `D > 0` and `K ≠ 0` the averaged coupled-pair energy of one correlated pair strictly
decreases with the number `n ≥ 1` of counted pairs, and tends to `-K² / (2D)`. -/
theorem energy_depends_on_count {K D : ℝ} (hD : 0 < D) (hK : K ≠ 0) :
    StrictAntiOn (acpfEnergy K D) (Set.Ici 1) ∧
      Tendsto (acpfEnergy K D) atTop (𝓝 (-(K ^ 2 / (2 * D)))) := by
  constructor
  · intro m hm n hn hmn
    have hm1 : 1 ≤ m := hm
    have hm0 : (0 : ℝ) < m := by exact_mod_cast hm1
    have hmn' : (m : ℝ) < n := by exact_mod_cast hmn
    have hK2 : 0 < K ^ 2 := by positivity
    -- a larger count gives a smaller square root
    have h1 : K ^ 2 / (n : ℝ) < K ^ 2 / m := div_lt_div_of_pos_left hK2 hm0 hmn'
    have h2 : √(D ^ 2 + K ^ 2 / n) < √(D ^ 2 + K ^ 2 / m) :=
      Real.sqrt_lt_sqrt (by positivity) (by linarith)
    rw [acpfEnergy_eq hD hm, acpfEnergy_eq hD hn]
    exact neg_lt_neg (div_lt_div_of_pos_left hK2 (by positivity) (by linarith))
  · have h0 : Tendsto (fun n : ℕ => K ^ 2 / (n : ℝ)) atTop (𝓝 0) :=
      tendsto_const_div_atTop_nhds_zero_nat (K ^ 2)
    have h1 : Tendsto (fun n : ℕ => √(D ^ 2 + K ^ 2 / (n : ℝ))) atTop (𝓝 D) := by
      have h := (h0.const_add (D ^ 2)).sqrt
      rwa [add_zero, Real.sqrt_sq hD.le] at h
    have h2 : Tendsto (fun n : ℕ => -(K ^ 2 / (D + √(D ^ 2 + K ^ 2 / (n : ℝ))))) atTop
        (𝓝 (-(K ^ 2 / (D + D)))) :=
      (tendsto_const_nhds.div (h1.const_add D) (by positivity)).neg
    rw [← two_mul] at h2
    refine h2.congr' ?_
    filter_upwards [eventually_ge_atTop 1] with n hn
    exact (acpfEnergy_eq hD hn).symm

end

end AveragedCoupledPairInert
```

```lean
#print axioms AveragedCoupledPairInert.inert_pairs_only_count
#print axioms AveragedCoupledPairInert.linearised_isLeast
#print axioms AveragedCoupledPairInert.energy_depends_on_count
```

```
'AveragedCoupledPairInert.inert_pairs_only_count' depends on axioms: [propext, Classical.choice, Quot.sound]
'AveragedCoupledPairInert.linearised_isLeast' depends on axioms: [propext, Classical.choice, Quot.sound]
'AveragedCoupledPairInert.energy_depends_on_count' depends on axioms: [propext, Classical.choice, Quot.sound]
```

## From the square to the limit

`complete_square` replaces the square root by a variable s, keeps its defining equation, and combines the equations above with `linear_combination`. `acpf_isLeast` inserts the optimal amplitude for attainment and uses the nonnegative square for the bound. `acpfEnergy_eq` sets c = 0 in the completed square, which yields −F_n = K²/(D + s) directly.

`inert_pairs_only_count` attains the minimum with all bᵢ zero. It gets F_n ≤ 0 by comparison with c = 0, then adds the inequalities for the inert terms. `linearised_isLeast` completes the square without a denominator.

In `energy_depends_on_count`, the first half compares two square roots. The second passes to the limit in the rationalised formula, which agrees with the energy from n = 1 onwards.
